# Uniform nearest-neighbour hopping on the pyrochlore lattice has two flat bands

I describe a pyrochlore cell by four real phases, $a_j=\mathbf k\cdot\mathbf r_j$ with $j=0,\dots,3$, and take the $4\times4$ Bloch matrix $A$ as the model: zero diagonal, off-diagonal entries $2\cos(a_i-a_j)$. The sites are the midpoints of diamond bonds, and $\mathbf r_0,\dots,\mathbf r_3$ are the positions of the four sites of one tetrahedron. Two of the four bands should then sit at energy $-2$ for every $\mathbf k$, with the other two at $2\pm|s|$, where $s=\sum_j e^{2ia_j}$. Can this be made rigorous and checked by machine, including where the flat bands touch a dispersive one?

## From bond midpoints to diamond vertices

Yes. The phases can be arbitrary real numbers, so a result for all of them covers every wave vector. Energies are in units of the hopping amplitude $t$, with $H=+t\sum c_i^\dagger c_j$ over ordered neighbour pairs; the opposite sign turns the spectrum upside down. The cosine arises because each site has two neighbours on each other sublattice, at opposite displacements, one in each of its two tetrahedra.

Let $B$ be the $4\times2$ matrix with rows $(e^{ia_j},e^{-ia_j})$, one column per diamond vertex, that is, per tetrahedron. Then
$$(BB^\dagger)_{ij}=e^{i(a_i-a_j)}+e^{-i(a_i-a_j)}=2\cos(a_i-a_j).$$
The diagonal entries are $2$, so $BB^\dagger=A+2$. In the other order,
$$B^\dagger B=\begin{pmatrix}4&s^*\\ s&4\end{pmatrix}.$$

For $y\neq0$, the identity $\det(1-BB^\dagger/y)=\det(1-B^\dagger B/y)$, multiplied by $y^4$, gives
$$\det(y-BB^\dagger)=y^2\det(y-B^\dagger B)=y^2\big((y-4)^2-|s|^2\big).$$
Both sides are polynomials, so this also holds at $y=0$. Setting $y=x+2$ yields
$$\det(x-A)=(x+2)^2\big((x-2)^2-|s|^2\big).$$

A vector $v$ has $Av=-2v$ exactly when $BB^\dagger v=0$. Then $\|B^\dagger v\|^2=v^\dagger BB^\dagger v=0$, so the condition is $B^\dagger v=0$:
$$\sum_j e^{-ia_j}v_j=0,\qquad \sum_j e^{ia_j}v_j=0.$$
The phased amplitudes cancel on both tetrahedra.

## Where the bands touch

Expanding the modulus gives
$$|s|^2=\sum_{i,j}\cos 2(a_i-a_j)=16-2\sum_{i,j}\sin^2(a_i-a_j).$$
Hence $|s|\le4$ and $2-|s|\ge-2$. Equality requires every sine to vanish, so all phase differences must be integer multiples of $\pi$.

For cubic geometry, take the phases $(0,\,y+z,\,x+z,\,x+y)$, where $x$ and $y$ are no longer the spectral variables used above: now $x=k_xa_c/4$, and similarly for $y$ and $z$, with $a_c$ the cubic lattice constant. The six distinct pairs combine through $\sin^2(u+v)+\sin^2(u-v)=1-\cos2u\cos2v$, giving
$$|s|^2=4(1+\cos2x\cos2y+\cos2y\cos2z+\cos2z\cos2x).$$

At $\mathbf k=0$ all phases agree and $|s|=4$. The energies are $-2,-2,-2,6$: the lower dispersive band meets the flat pair.

For a numerical instance, take $x=y=\pi/4$ and $z=-\pi/4$. The phases are $(0,0,0,\pi/2)$, so $s=3-1=2$ and the predicted energies are $-2,-2,0,4$. Directly, site 3 decouples because $\cos(\pi/2)=0$, which gives energy $0$. The other three sites form a triangle with entries $2$ and energies $4,-2,-2$. One normalised flat state is $(1,-1,0,0)/\sqrt2$.

## The Lean file

```lean
import Mathlib

open Matrix Polynomial
open scoped ComplexOrder

namespace PyrochloreFlatBands

noncomputable section

/-- Bloch hopping matrix between the four diamond bond midpoints of a cell, where `a j` is the
phase of the wave vector at site `j`. -/
def hopping (a : Fin 4 → ℝ) : Matrix (Fin 4) (Fin 4) ℂ :=
  Matrix.of fun i j => if i = j then 0 else ((2 * Real.cos (a i - a j) : ℝ) : ℂ)

/-- Bloch incidence matrix between the four bond midpoints and the two diamond vertices. -/
def incidence (a : Fin 4 → ℝ) : Matrix (Fin 4) (Fin 2) ℂ :=
  Matrix.of fun j => ![Complex.exp (a j * Complex.I), Complex.exp (-(a j * Complex.I))]

/-- The sum of the phase factors of the four diamond bonds. -/
def structureFactor (a : Fin 4 → ℝ) : ℂ := ∑ j, Complex.exp (2 * a j * Complex.I)

private lemma star_phase (t : ℝ) :
    star (Complex.exp (t * Complex.I)) = Complex.exp (-(t * Complex.I)) := by
  rw [Complex.star_def, ← Complex.exp_conj]
  simp

private lemma star_phase_neg (t : ℝ) :
    star (Complex.exp (-(t * Complex.I))) = Complex.exp (t * Complex.I) := by
  rw [← star_phase, star_star]

/-- Shifted by two, the hopping matrix is the incidence matrix times its adjoint. -/
theorem hopping_add_two (a : Fin 4 → ℝ) :
    hopping a + (2 : ℂ) • (1 : Matrix (Fin 4) (Fin 4) ℂ) = incidence a * (incidence a)ᴴ := by
  ext i j
  have h : (incidence a * (incidence a)ᴴ) i j =
      Complex.exp (a i * Complex.I) * star (Complex.exp (a j * Complex.I)) +
      Complex.exp (-(a i * Complex.I)) * star (Complex.exp (-(a j * Complex.I))) := by
    rw [Matrix.mul_apply, Fin.sum_univ_two]
    rfl
  -- the two tetrahedra sharing a site contribute opposite phases
  have key : Complex.exp (a i * Complex.I) * Complex.exp (-(a j * Complex.I)) +
      Complex.exp (-(a i * Complex.I)) * Complex.exp (a j * Complex.I) =
      2 * Complex.cos ((a i : ℂ) - a j) := by
    rw [Complex.cos, ← Complex.exp_add, ← Complex.exp_add,
      show (a i : ℂ) * Complex.I + -(a j * Complex.I) = (a i - a j) * Complex.I by ring,
      show -((a i : ℂ) * Complex.I) + a j * Complex.I = -(a i - a j) * Complex.I by ring]
    ring
  rw [h, star_phase, star_phase_neg, key]
  by_cases hij : i = j
  · subst hij
    simp [hopping]
  · simp [hopping, hij]

/-- The adjoint of the incidence matrix times the incidence matrix is the two-site diamond matrix,
with diagonal four, the structure factor below the diagonal and its conjugate above. -/
theorem diamond_matrix (a : Fin 4 → ℝ) :
    (incidence a)ᴴ * incidence a =
      !![4, star (structureFactor a); structureFactor a, 4] := by
  have h00 : ((incidence a)ᴴ * incidence a) 0 0 = 4 := by
    rw [Matrix.mul_apply]
    trans ∑ _j : Fin 4, (1 : ℂ)
    · refine Finset.sum_congr rfl fun j _ => ?_
      change star (Complex.exp (a j * Complex.I)) * Complex.exp (a j * Complex.I) = 1
      rw [star_phase, ← Complex.exp_add, neg_add_cancel, Complex.exp_zero]
    · simp
  have h11 : ((incidence a)ᴴ * incidence a) 1 1 = 4 := by
    rw [Matrix.mul_apply]
    trans ∑ _j : Fin 4, (1 : ℂ)
    · refine Finset.sum_congr rfl fun j _ => ?_
      change star (Complex.exp (-(a j * Complex.I))) * Complex.exp (-(a j * Complex.I)) = 1
      rw [star_phase_neg, ← Complex.exp_add, add_neg_cancel, Complex.exp_zero]
    · simp
  have h10 : ((incidence a)ᴴ * incidence a) 1 0 = structureFactor a := by
    rw [Matrix.mul_apply, structureFactor]
    refine Finset.sum_congr rfl fun j _ => ?_
    change star (Complex.exp (-(a j * Complex.I))) * Complex.exp (a j * Complex.I) = _
    rw [star_phase_neg, ← Complex.exp_add]
    congr 1
    ring
  have h01 : ((incidence a)ᴴ * incidence a) 0 1 = star (structureFactor a) := by
    rw [← h10, ← Matrix.conjTranspose_apply, Matrix.conjTranspose_mul,
      Matrix.conjTranspose_conjTranspose]
  ext i j
  fin_cases i <;> fin_cases j
  exacts [h00, h01, h10, h11]

/-- The characteristic polynomial of the pyrochlore hopping matrix: the root `-2` appears with
a squared factor for every choice of phases. -/
theorem hopping_charpoly (a : Fin 4 → ℝ) :
    (hopping a).charpoly =
      (X + C 2) ^ 2 * ((X - C 2) ^ 2 - C ((‖structureFactor a‖ : ℂ) ^ 2)) := by
  -- passing from two vertices to four bonds adds two zero modes
  have h2 : (incidence a * (incidence a)ᴴ).charpoly =
      X ^ 2 * ((incidence a)ᴴ * incidence a).charpoly := by
    have h := Matrix.charpoly_mul_comm' (incidence a) (incidence a)ᴴ
    simp only [Fintype.card_fin] at h
    apply mul_left_cancel₀ (pow_ne_zero 2 (Polynomial.X_ne_zero (R := ℂ)))
    rw [h]
    ring
  refine Polynomial.funext fun x => ?_
  have hshift : Matrix.scalar (Fin 4) x - hopping a =
      Matrix.scalar (Fin 4) (x + 2) - incidence a * (incidence a)ᴴ := by
    have h : Matrix.scalar (Fin 4) (2 : ℂ) = (2 : ℂ) • (1 : Matrix (Fin 4) (Fin 4) ℂ) := by
      rw [Matrix.smul_one_eq_diagonal]
      rfl
    rw [← hopping_add_two, map_add, h]
    abel
  have hdet : (Matrix.scalar (Fin 2) (x + 2) -
      !![4, star (structureFactor a); structureFactor a, 4]).det =
      (x - 2) ^ 2 - (‖structureFactor a‖ : ℂ) ^ 2 := by
    have hs : star (structureFactor a) * structureFactor a = (‖structureFactor a‖ : ℂ) ^ 2 :=
      Complex.conj_mul' _
    have hm : Matrix.scalar (Fin 2) (x + 2) -
        !![4, star (structureFactor a); structureFactor a, 4] =
        !![x - 2, -star (structureFactor a); -structureFactor a, x - 2] := by
      ext i j
      fin_cases i <;> fin_cases j <;> simp [Matrix.scalar_apply] <;> ring
    rw [hm, Matrix.det_fin_two_of]
    linear_combination -hs
  rw [Matrix.eval_charpoly, hshift, ← Matrix.eval_charpoly, h2, diamond_matrix]
  simp only [eval_mul, eval_pow, eval_X, eval_add, eval_sub, eval_C, Matrix.eval_charpoly, hdet]

/-- The hopping matrix has a non-zero eigenvector of energy `E` exactly when `E` is `-2` or
two plus or minus the modulus of the structure factor. -/
theorem band_energies (a : Fin 4 → ℝ) (E : ℂ) :
    (∃ v : Fin 4 → ℂ, v ≠ 0 ∧ hopping a *ᵥ v = E • v) ↔
      E = -2 ∨ E = 2 + ‖structureFactor a‖ ∨ E = 2 - ‖structureFactor a‖ := by
  have hm : ∀ v, (Matrix.scalar (Fin 4) E - hopping a) *ᵥ v = E • v - hopping a *ᵥ v := by
    intro v
    ext i
    simp [Matrix.sub_mulVec, Matrix.scalar_apply]
  have hdet : (Matrix.scalar (Fin 4) E - hopping a).det = (E + 2) ^ 2 *
      ((E - (2 + ‖structureFactor a‖)) * (E - (2 - ‖structureFactor a‖))) := by
    rw [← Matrix.eval_charpoly, hopping_charpoly]
    simp only [eval_mul, eval_pow, eval_X, eval_add, eval_sub, eval_C]
    ring
  have hroot : (Matrix.scalar (Fin 4) E - hopping a).det = 0 ↔
      E = -2 ∨ E = 2 + ‖structureFactor a‖ ∨ E = 2 - ‖structureFactor a‖ := by
    rw [hdet, mul_eq_zero, mul_eq_zero, pow_eq_zero_iff two_ne_zero, sub_eq_zero, sub_eq_zero,
      add_eq_zero_iff_eq_neg]
  rw [← hroot, ← Matrix.exists_mulVec_eq_zero_iff]
  refine exists_congr fun v => and_congr_right fun _ => ?_
  rw [hm, sub_eq_zero]
  exact eq_comm

/-- A state satisfies the eigenvalue equation at energy `-2` exactly when its phased amplitudes
cancel on both tetrahedra of the cell. -/
theorem flat_state_iff (a : Fin 4 → ℝ) (v : Fin 4 → ℂ) :
    hopping a *ᵥ v = (-2 : ℂ) • v ↔
      ∑ j, Complex.exp (-(a j * Complex.I)) * v j = 0 ∧
      ∑ j, Complex.exp (a j * Complex.I) * v j = 0 := by
  have h1 : (incidence a * (incidence a)ᴴ) *ᵥ v = hopping a *ᵥ v + (2 : ℂ) • v := by
    rw [← hopping_add_two, Matrix.add_mulVec, Matrix.smul_mulVec, Matrix.one_mulVec]
  have r0 : ((incidence a)ᴴ *ᵥ v) 0 = ∑ j, Complex.exp (-(a j * Complex.I)) * v j := by
    simp only [Matrix.mulVec, dotProduct]
    refine Finset.sum_congr rfl fun j _ => ?_
    change star (Complex.exp (a j * Complex.I)) * v j = _
    rw [star_phase]
  have r1 : ((incidence a)ᴴ *ᵥ v) 1 = ∑ j, Complex.exp (a j * Complex.I) * v j := by
    simp only [Matrix.mulVec, dotProduct]
    refine Finset.sum_congr rfl fun j _ => ?_
    change star (Complex.exp (-(a j * Complex.I))) * v j = _
    rw [star_phase_neg]
  rw [neg_smul, eq_neg_iff_add_eq_zero, ← h1, Matrix.self_mul_conjTranspose_mulVec_eq_zero,
    funext_iff, Fin.forall_fin_two]
  simp only [Pi.zero_apply, r0, r1]

/-- The squared modulus of the structure factor is sixteen minus twice the sum of the squared
sines of all phase differences. -/
theorem structureFactor_sq (a : Fin 4 → ℝ) :
    ‖structureFactor a‖ ^ 2 = 16 - 2 * ∑ i, ∑ j, Real.sin (a i - a j) ^ 2 := by
  have hc : ∀ t : ℝ, (2 * t * Complex.I : ℂ) = ((2 * t : ℝ) : ℂ) * Complex.I := by
    intro t
    push_cast
    ring
  have hre : (structureFactor a).re = ∑ j, Real.cos (2 * a j) := by
    rw [structureFactor, Complex.re_sum]
    exact Finset.sum_congr rfl fun j _ => by rw [hc, Complex.exp_ofReal_mul_I_re]
  have him : (structureFactor a).im = ∑ j, Real.sin (2 * a j) := by
    rw [structureFactor, Complex.im_sum]
    exact Finset.sum_congr rfl fun j _ => by rw [hc, Complex.exp_ofReal_mul_I_im]
  have h : ∀ i j, Real.cos (2 * a i) * Real.cos (2 * a j) +
      Real.sin (2 * a i) * Real.sin (2 * a j) = 1 - 2 * Real.sin (a i - a j) ^ 2 := by
    intro i j
    rw [← Real.cos_sub, show 2 * a i - 2 * a j = 2 * (a i - a j) by ring, Real.cos_two_mul]
    linarith [Real.sin_sq_add_cos_sq (a i - a j)]
  rw [Complex.sq_norm, Complex.normSq_apply, hre, him, Finset.sum_mul_sum, Finset.sum_mul_sum]
  simp only [← Finset.sum_add_distrib, h]
  simp only [Fin.sum_univ_four]
  ring

/-- The energy `-2` never lies above the lower dispersive band, and the two coincide exactly
when all phase differences are integer multiples of `π`. -/
theorem flat_band_touching (a : Fin 4 → ℝ) :
    -2 ≤ 2 - ‖structureFactor a‖ ∧
      (2 - ‖structureFactor a‖ = -2 ↔ ∀ i j, ∃ n : ℤ, (n : ℝ) * Real.pi = a i - a j) := by
  have hsq := structureFactor_sq a
  have hn := norm_nonneg (structureFactor a)
  have hrow : ∀ i, 0 ≤ ∑ j, Real.sin (a i - a j) ^ 2 :=
    fun i => Finset.sum_nonneg fun j _ => sq_nonneg _
  have hS : 0 ≤ ∑ i, ∑ j, Real.sin (a i - a j) ^ 2 := Finset.sum_nonneg fun i _ => hrow i
  refine ⟨by nlinarith, ?_⟩
  simp only [← Real.sin_eq_zero_iff]
  constructor
  · intro h i j
    have h4 : ‖structureFactor a‖ = 4 := by linarith
    rw [h4] at hsq
    have h0 : ∑ i, ∑ j, Real.sin (a i - a j) ^ 2 = 0 := by linarith
    -- a vanishing sum of squares vanishes term by term
    have hi := (Finset.sum_eq_zero_iff_of_nonneg fun i _ => hrow i).mp h0 i (Finset.mem_univ i)
    have hj := (Finset.sum_eq_zero_iff_of_nonneg fun j _ => sq_nonneg _).mp hi j
      (Finset.mem_univ j)
    exact pow_eq_zero_iff two_ne_zero |>.mp hj
  · intro h
    have h0 : ∑ i, ∑ j, Real.sin (a i - a j) ^ 2 = 0 :=
      Finset.sum_eq_zero fun i _ => Finset.sum_eq_zero fun j _ => by rw [h i j]; norm_num
    rw [h0] at hsq
    have hp : (‖structureFactor a‖ - 4) * (‖structureFactor a‖ + 4) = 0 := by linarith
    rcases mul_eq_zero.mp hp with h1 | h1 <;> linarith

/-- The squared modulus of the structure factor for the cubic pyrochlore geometry, with sites at the
origin and at the three face-diagonal positions, in reduced wave-vector components `x`, `y`, `z`. -/
theorem cubic_dispersion (x y z : ℝ) :
    ‖structureFactor ![0, y + z, x + z, x + y]‖ ^ 2 =
      4 * (1 + Real.cos (2 * x) * Real.cos (2 * y) + Real.cos (2 * y) * Real.cos (2 * z) +
        Real.cos (2 * z) * Real.cos (2 * x)) := by
  have k : ∀ u v : ℝ, Real.sin (u + v) ^ 2 + Real.sin (u - v) ^ 2 =
      1 - Real.cos (2 * u) * Real.cos (2 * v) := by
    intro u v
    rw [Real.sin_add, Real.sin_sub, Real.cos_two_mul, Real.cos_two_mul]
    linear_combination 2 * Real.cos v ^ 2 * Real.sin_sq_add_cos_sq u +
      2 * Real.cos u ^ 2 * Real.sin_sq_add_cos_sq v
  have m : ∀ u v : ℝ, Real.sin (u - v) ^ 2 = Real.sin (v - u) ^ 2 := by
    intro u v
    rw [← neg_sub v u, Real.sin_neg, neg_sq]
  have h13 : y + z - (x + y) = z - x := by ring
  have h31 : x + y - (y + z) = x - z := by ring
  rw [structureFactor_sq]
  simp only [Fin.sum_univ_four, Matrix.cons_val_zero, Matrix.cons_val_one, Matrix.cons_val,
    sub_self, zero_sub, sub_zero, Real.sin_neg, neg_sq, Real.sin_zero,
    add_sub_add_right_eq_sub, add_sub_add_left_eq_sub, h13, h31]
  linarith [k x y, k y z, k x z, m x y, m y z, m x z]

end

end PyrochloreFlatBands
```

```lean
#print axioms PyrochloreFlatBands.hopping_add_two
-- 'PyrochloreFlatBands.hopping_add_two' depends on axioms: [propext, Classical.choice, Quot.sound]
#print axioms PyrochloreFlatBands.band_energies
-- 'PyrochloreFlatBands.band_energies' depends on axioms: [propext, Classical.choice, Quot.sound]
#print axioms PyrochloreFlatBands.flat_band_touching
-- 'PyrochloreFlatBands.flat_band_touching' depends on axioms: [propext, Classical.choice, Quot.sound]
#print axioms PyrochloreFlatBands.cubic_dispersion
-- 'PyrochloreFlatBands.cubic_dispersion' depends on axioms: [propext, Classical.choice, Quot.sound]
```

## What the theorems say

The argument `a : Fin 4 → ℝ` holds the four phases. `hopping a` is $A$, `incidence a` is $B$, and `structureFactor a` is $s$; the superscript `ᴴ` denotes the adjoint. With positions measured from the centre of the tetrahedron, the vectors $2\mathbf r_j$ are the four diamond bonds and $s$ is the sum of their phase factors. Another origin, such as the site used for the cubic phases, multiplies $s$ by a common phase and leaves $|s|$ unchanged.

- `hopping_charpoly` is the polynomial identity for $\det(X-A)$. Its squared factor records the two flat bands with their multiplicity.
- `band_energies` says that a complex number $E$ has a non-zero eigenvector exactly when it is one of the three listed values. Reality of the energies is a conclusion, since `E` ranges over `ℂ`.
- `flat_state_iff` gives the two cancellation conditions. It also admits $v=0$, which satisfies both sides.
- `flat_band_touching` contains the bound and the touching criterion, and `cubic_dispersion` gives $|s|^2$ for the cubic phases.

The Bloch matrix is a definition here; its derivation from an infinite lattice is not part of the file. The model has one orbital per site, with orthonormal orbitals and zero on-site energy. The only hoppings are equal, real and between nearest neighbours, and there is neither spin-orbit coupling nor interaction. Within that non-interacting model, a tight-binding calculation should return the energy $-2t$ at least twice at every wave vector.

## How the proof follows the algebra

The two `star_phase` lemmas conjugate the phase factors. `hopping_add_two` then proves $A+2=BB^\dagger$ entry by entry: `key` combines the exponentials into a cosine, and a case split separates the diagonal. `diamond_matrix` computes the four entries of $B^\dagger B$.

In `hopping_charpoly`, `Matrix.charpoly_mul_comm'` relates the characteristic polynomials of the two products, and cancelling $X^2$ leaves the factor used above. `Polynomial.funext` reduces the claim to its value at each $x$, where `hshift` performs the energy shift and `hdet` evaluates the $2\times2$ determinant.

`band_energies` factors the $4\times4$ determinant $\det(E-A)$ and uses the equivalence between a zero determinant and a non-zero kernel vector. For `flat_state_iff`, the step from $BB^\dagger v=0$ to $B^\dagger v=0$ is `Matrix.self_mul_conjTranspose_mulVec_eq_zero`.

`structureFactor_sq` squares the real and imaginary parts of $s$ and applies the cosine subtraction formula. `flat_band_touching` uses the fact that a sum of squares vanishes only if each term does. Finally, `cubic_dispersion` expands the double sum and pairs its terms with the identity `k`, the sine formula used for the cubic phases.
